# With non-increasing, non-negative weights, the ensemble energy of orthonormal states in finite dimension is at least the weighted sum of the lowest eigenvalues

A trial vector for the first excited state that is orthogonal only to an approximate ground state can have an energy below the true excited level. Lowering its energy is then no sign of a better state, so for a minimisation over several states I want a floor under their combined energy that the exact eigenstates reach.

The Gross-Oliveira-Kohn bound is said to supply one: give orthonormal states non-negative weights, the largest to the first state and so on down, and the weighted energy cannot fall below the sum of the lowest eigenvalues, taken in ascending order with the same weights. How is this derived, and can the derivation be checked in Lean?

## From level populations to the weighted bound

Let H be Hermitian on an n-dimensional complex space, with orthonormal eigenvectors b_j and eigenvalues E_0 ≤ E_1 ≤ … ≤ E_(n−1). Write ε(x) = ⟨x, Hx⟩. Expanding x in the eigenbasis gives

ε(x) = ∑_j E_j |⟨b_j, x⟩|².

For a unit vector the populations |⟨b_j, x⟩|² add up to 1.

Start with equal weights. Take orthonormal x_0, …, x_(k−1) with 1 ≤ k ≤ n, and let q_j = ∑_i |⟨b_j, x_i⟩|² be the total population of level j. Bessel's inequality gives 0 ≤ q_j ≤ 1, and summing over levels gives ∑_j q_j = k. Measure energies from c = E_(k−1). Since the populations add up to k, the terms in c cancel, and

∑_i ε(x_i) − ∑_(j<k) E_j = ∑_(j<k) (1 − q_j)(c − E_j) + ∑_(j≥k) q_j (E_j − c) ≥ 0.

Every factor on the right is non-negative.

Now let w_0 ≥ … ≥ w_(k−1) ≥ 0 and use induction on k. For k = 0 both sides vanish. For k = m + 1, let s = w_m be the smallest weight. Then

∑_(i≤m) w_i ε(x_i) = ∑_(i<m) (w_i − s) ε(x_i) + s ∑_(i≤m) ε(x_i).

The weights w_i − s are again non-increasing and non-negative, so the induction hypothesis bounds the first sum. The equal-weight result, multiplied by s ≥ 0, bounds the second. Together,

∑_(i≤m) w_i ε(x_i) ≥ ∑_(i<m) (w_i − s) E_i + s ∑_(i≤m) E_i = ∑_(i≤m) w_i E_i.

The choice x_i = b_i gives equality, so the bound is a minimum.

The order of the weights matters. If E_p < E_q but the weights are u < v, interchanging the two eigenvectors changes the weighted energy from u E_p + v E_q by

(u E_q + v E_p) − (u E_p + v E_q) = −(v − u)(E_q − E_p) < 0.

Here is the complete Lean file.

```lean
import Mathlib

open Finset

namespace EnsembleVariationalPrinciple

noncomputable section

variable {V : Type*} [NormedAddCommGroup V] [InnerProductSpace ℂ V] {n : ℕ}

/-- The energy expectation value `Re ⟨x, H x⟩` of a vector `x`. -/
def energy (H : V →ₗ[ℂ] V) (x : V) : ℝ := (inner ℂ x (H x)).re

/-- The ensemble energy: the sum of the energies of the vectors `x i` with weights `w i`. -/
def ensembleEnergy {k : ℕ} (H : V →ₗ[ℂ] V) (w : Fin k → ℝ) (x : Fin k → V) : ℝ :=
  ∑ i, w i * energy H (x i)

/-- The orthonormal basis `b` consists of eigenvectors of `H`, with real eigenvalues `E`
in ascending order. -/
def IsAscendingEigenbasis (H : V →ₗ[ℂ] V) (b : OrthonormalBasis (Fin n) ℂ V)
    (E : Fin n → ℝ) : Prop :=
  Monotone E ∧ ∀ j, H (b j) = (E j : ℂ) • b j

/-- Every Hermitian operator on an `n`-dimensional space has an orthonormal eigenbasis with
real eigenvalues in ascending order. -/
theorem exists_ascending_eigenbasis [FiniteDimensional ℂ V] {H : V →ₗ[ℂ] V}
    (hH : H.IsSymmetric) (hn : Module.finrank ℂ V = n) :
    ∃ (b : OrthonormalBasis (Fin n) ℂ V) (E : Fin n → ℝ), IsAscendingEigenbasis H b E := by
  refine ⟨(hH.eigenvectorBasis hn).reindex (Tuple.sort (hH.eigenvalues hn)).symm,
    hH.eigenvalues hn ∘ Tuple.sort (hH.eigenvalues hn), Tuple.monotone_sort _, fun j => ?_⟩
  simp only [OrthonormalBasis.reindex_apply, Equiv.symm_symm]
  exact hH.apply_eigenvectorBasis hn _

variable {H : V →ₗ[ℂ] V} {b : OrthonormalBasis (Fin n) ℂ V} {E : Fin n → ℝ}

/-- The energy of a vector is the sum of the eigenvalues weighted by its populations
`|⟨b j, x⟩|²` in the eigenbasis. -/
theorem energy_eq_sum_populations (h : IsAscendingEigenbasis H b E) (x : V) :
    energy H x = ∑ j, E j * ‖inner ℂ (b j) x‖ ^ 2 := by
  have hx : H x = ∑ j, (inner ℂ (b j) x) • ((E j : ℂ) • b j) := by
    conv_lhs => rw [← b.sum_repr' x]
    simp only [map_sum, map_smul, h.2]
  rw [energy, hx, inner_sum, Complex.re_sum]
  refine Finset.sum_congr rfl fun j _ => ?_
  rw [inner_smul_right, inner_smul_right, ← inner_conj_symm x (b j),
    Complex.sq_norm, Complex.normSq_apply]
  simp only [Complex.mul_re, Complex.mul_im, Complex.conj_re, Complex.conj_im,
    Complex.ofReal_re, Complex.ofReal_im]
  ring

/-- The populations of a unit vector in an orthonormal basis add up to one. -/
theorem sum_populations (b : OrthonormalBasis (Fin n) ℂ V) {x : V} (hx : ‖x‖ = 1) :
    ∑ j, ‖inner ℂ (b j) x‖ ^ 2 = 1 := by
  -- the identity operator has every eigenvalue equal to one
  have h1 : energy (LinearMap.id : V →ₗ[ℂ] V) x = 1 := by
    simp [energy, inner_self_eq_norm_sq_to_K, hx]
  have h2 := energy_eq_sum_populations (H := LinearMap.id) (b := b) (E := fun _ => 1)
    ⟨monotone_const, by simp⟩ x
  rw [h1] at h2
  simp only [one_mul] at h2
  exact h2.symm

/-- Equal weights: the energies of `k` orthonormal vectors add up to at least the sum of the
`k` lowest eigenvalues. -/
theorem ky_fan_bound (h : IsAscendingEigenbasis H b E) {k : ℕ} (hk : k ≤ n)
    {x : Fin k → V} (hx : Orthonormal ℂ x) :
    ∑ i, E (Fin.castLE hk i) ≤ ∑ i, energy H (x i) := by
  rcases k with _ | m
  · simp
  -- total population of each level, between zero and one
  let q : Fin n → ℝ := fun j => ∑ i, ‖inner ℂ (b j) (x i)‖ ^ 2
  have hq0 : ∀ j, 0 ≤ q j := fun j => Finset.sum_nonneg fun i _ => sq_nonneg _
  have hq1 : ∀ j, q j ≤ 1 := by
    intro j
    have hb := hx.sum_inner_products_le (b j) (s := Finset.univ)
    rw [b.orthonormal.1 j, one_pow] at hb
    calc q j = ∑ i, ‖inner ℂ (x i) (b j)‖ ^ 2 :=
          Finset.sum_congr rfl fun i _ => by rw [norm_inner_symm]
      _ ≤ 1 := hb
  have hsum : ∑ j, q j = (m : ℝ) + 1 := by
    calc ∑ j, q j = ∑ i, ∑ j, ‖inner ℂ (b j) (x i)‖ ^ 2 := Finset.sum_comm
      _ = ∑ _i : Fin (m + 1), (1 : ℝ) :=
          Finset.sum_congr rfl fun i _ => sum_populations b (hx.1 i)
      _ = (m : ℝ) + 1 := by simp
  have htot : ∑ i, energy H (x i) = ∑ j, q j * E j := by
    calc ∑ i, energy H (x i) = ∑ i, ∑ j, E j * ‖inner ℂ (b j) (x i)‖ ^ 2 :=
          Finset.sum_congr rfl fun i _ => energy_eq_sum_populations h (x i)
      _ = ∑ j, ∑ i, E j * ‖inner ℂ (b j) (x i)‖ ^ 2 := Finset.sum_comm
      _ = ∑ j, q j * E j := Finset.sum_congr rfl fun j _ => by
          rw [← Finset.mul_sum]
          exact mul_comm _ _
  -- measure energies from the highest of the lowest `m + 1` levels
  obtain ⟨c, hc⟩ : ∃ c, c = E (Fin.castLE hk (Fin.last m)) := ⟨_, rfl⟩
  let e : Fin (m + 1) ↪ Fin n := ⟨Fin.castLE hk, Fin.castLE_injective hk⟩
  have hlow : ∑ i, (E (e i) - c) ≤ ∑ i, q (e i) * (E (e i) - c) := by
    refine Finset.sum_le_sum fun i _ => ?_
    have hi : E (e i) ≤ c := by
      rw [hc]
      exact h.1 (show Fin.castLE hk i ≤ Fin.castLE hk (Fin.last m) from Fin.le_last i)
    nlinarith [mul_nonneg (sub_nonneg.2 (hq1 (e i))) (sub_nonneg.2 hi)]
  have hhigh : ∑ i, q (e i) * (E (e i) - c) ≤ ∑ j, q j * (E j - c) := by
    calc ∑ i, q (e i) * (E (e i) - c)
        = ∑ j ∈ Finset.univ.map e, q j * (E j - c) :=
          (Finset.sum_map Finset.univ e (fun j => q j * (E j - c))).symm
      _ ≤ ∑ j, q j * (E j - c) := by
          refine Finset.sum_le_sum_of_subset_of_nonneg (Finset.subset_univ _) fun j _ hj => ?_
          have hjm : m + 1 ≤ j.val := by
            by_contra hlt
            exact hj (Finset.mem_map.mpr ⟨⟨j.val, by omega⟩, Finset.mem_univ _, rfl⟩)
          have hcj : c ≤ E j := by
            rw [hc]
            exact h.1 (Fin.le_def.mpr (show m ≤ j.val by omega))
          exact mul_nonneg (hq0 j) (sub_nonneg.2 hcj)
  have hl : ∑ i, (E (e i) - c) = ∑ i, E (Fin.castLE hk i) - ((m : ℝ) + 1) * c := by
    simp [Finset.sum_sub_distrib, e]
  have hr : ∑ j, q j * (E j - c) = ∑ j, q j * E j - ((m : ℝ) + 1) * c := by
    simp only [mul_sub, Finset.sum_sub_distrib, ← Finset.sum_mul, hsum]
  rw [htot]
  linarith

/-- Gross-Oliveira-Kohn bound: for non-increasing, non-negative weights, the ensemble energy of `k`
orthonormal vectors is at least the sum of the `k` lowest eigenvalues with the same weights, the
largest weight going with the lowest eigenvalue. -/
theorem gross_oliveira_kohn (h : IsAscendingEigenbasis H b E) {k : ℕ} (hk : k ≤ n)
    {w : Fin k → ℝ} (hw : Antitone w) (hw0 : ∀ i, 0 ≤ w i)
    {x : Fin k → V} (hx : Orthonormal ℂ x) :
    ∑ i, w i * E (Fin.castLE hk i) ≤ ensembleEnergy H w x := by
  have key : ∀ (k : ℕ) (hk : k ≤ n) (w : Fin k → ℝ) (x : Fin k → V), Antitone w →
      (∀ i, 0 ≤ w i) → Orthonormal ℂ x →
      ∑ i, w i * E (Fin.castLE hk i) ≤ ensembleEnergy H w x := by
    intro k
    induction k with
    | zero => intro hk w x _ _ _; simp [ensembleEnergy]
    | succ m ih =>
      intro hk w x hw hw0 hx
      have hm : m ≤ n := by omega
      -- subtract the smallest weight and use the bound for one vector fewer
      have h1 := ih hm (fun i => w i.castSucc - w (Fin.last m)) (fun i => x i.castSucc)
        (fun i j hij => sub_le_sub_right (hw (show i.castSucc ≤ j.castSucc from hij)) _)
        (fun i => sub_nonneg.mpr (hw (Fin.le_last _)))
        (hx.comp _ (Fin.castSucc_injective m))
      -- the smallest weight multiplies an equal-weight ensemble
      have h2 := mul_le_mul_of_nonneg_left (ky_fan_bound h hk hx) (hw0 (Fin.last m))
      have e : ∀ i : Fin m, Fin.castLE hk i.castSucc = Fin.castLE hm i := fun _ => rfl
      simp only [ensembleEnergy, Fin.sum_univ_castSucc, e, sub_mul, mul_add,
        Finset.sum_sub_distrib, ← Finset.mul_sum] at h1 h2 ⊢
      linarith
  exact key k hk w x hw hw0 hx

/-- The energy of an eigenvector in the basis is its eigenvalue. -/
theorem energy_eigenvector (h : IsAscendingEigenbasis H b E) (j : Fin n) :
    energy H (b j) = E j := by
  rw [energy, h.2, inner_smul_right, inner_self_eq_norm_sq_to_K, b.orthonormal.1 j]
  simp

/-- Ensemble variational principle: for non-increasing, non-negative weights, the weighted sum
of the `k` lowest eigenvalues is the minimum of the ensemble energy over orthonormal families. -/
theorem ensemble_isLeast (h : IsAscendingEigenbasis H b E) {k : ℕ} (hk : k ≤ n)
    {w : Fin k → ℝ} (hw : Antitone w) (hw0 : ∀ i, 0 ≤ w i) :
    IsLeast {e | ∃ x : Fin k → V, Orthonormal ℂ x ∧ e = ensembleEnergy H w x}
      (∑ i, w i * E (Fin.castLE hk i)) := by
  constructor
  · refine ⟨fun i => b (Fin.castLE hk i),
      b.orthonormal.comp _ (Fin.castLE_injective hk), ?_⟩
    simp only [ensembleEnergy, energy_eigenvector h]
  · rintro _ ⟨x, hx, rfl⟩
    exact gross_oliveira_kohn h hk hw hw0 hx

/-- Two-state ensemble: for `0 ≤ t ≤ 1/2` and orthonormal `x`, `y`, the energies weighted by
`1 - t` and `t` add up to at least the two lowest eigenvalues with the same weights. -/
theorem two_state_bound (h : IsAscendingEigenbasis H b E) (hn : 2 ≤ n) {t : ℝ}
    (ht0 : 0 ≤ t) (ht : t ≤ 1 / 2) {x y : V} (hxy : Orthonormal ℂ ![x, y]) :
    (1 - t) * E (Fin.castLE hn 0) + t * E (Fin.castLE hn 1)
      ≤ (1 - t) * energy H x + t * energy H y := by
  have hanti : Antitone ![1 - t, t] := by
    intro i j hij
    fin_cases i <;> fin_cases j
    · exact le_rfl
    · change t ≤ 1 - t
      linarith
    · exact absurd hij (by decide)
    · exact le_rfl
  have hpos : ∀ i, 0 ≤ ![1 - t, t] i := by
    intro i
    fin_cases i
    · change 0 ≤ 1 - t
      linarith
    · exact ht0
  have hmain := gross_oliveira_kohn h hn hanti hpos hxy
  rw [ensembleEnergy, Fin.sum_univ_two, Fin.sum_univ_two] at hmain
  exact hmain

/-- If the higher of two distinct eigenvalues carries the larger weight, interchanging the two
eigenvectors gives an ensemble energy below the weighted sum of the eigenvalues. -/
theorem interchange_lowers_energy (h : IsAscendingEigenbasis H b E) {p q : Fin n}
    (hE : E p < E q) {u v : ℝ} (huv : u < v) :
    ensembleEnergy H ![u, v] ![b q, b p] < u * E p + v * E q := by
  have hval : ensembleEnergy H ![u, v] ![b q, b p] = u * E q + v * E p := by
    rw [ensembleEnergy, Fin.sum_univ_two, ← energy_eigenvector h q, ← energy_eigenvector h p]
    rfl
  rw [hval]
  nlinarith [mul_pos (sub_pos.2 hE) (sub_pos.2 huv)]

end

end EnsembleVariationalPrinciple
```

```lean
#print axioms EnsembleVariationalPrinciple.exists_ascending_eigenbasis
#print axioms EnsembleVariationalPrinciple.ensemble_isLeast
#print axioms EnsembleVariationalPrinciple.two_state_bound
#print axioms EnsembleVariationalPrinciple.interchange_lowers_energy
```

```
'EnsembleVariationalPrinciple.exists_ascending_eigenbasis' depends on axioms: [propext, Classical.choice, Quot.sound]
'EnsembleVariationalPrinciple.ensemble_isLeast' depends on axioms: [propext, Classical.choice, Quot.sound]
'EnsembleVariationalPrinciple.two_state_bound' depends on axioms: [propext, Classical.choice, Quot.sound]
'EnsembleVariationalPrinciple.interchange_lowers_energy' depends on axioms: [propext, Classical.choice, Quot.sound]
```

## What the Lean statements say about H, the weights and the states

The space is `V`, and `H : V →ₗ[ℂ] V` is a linear map on it. `energy H x` is the real part of ⟨x, Hx⟩. For Hermitian H the product ⟨x, Hx⟩ is itself real, and for a unit vector x it is the expectation value of the energy. `ensembleEnergy H w x` is the weighted sum of these energies. The weights need not add up to 1.

`IsAscendingEigenbasis H b E` says that the orthonormal basis `b` consists of eigenvectors of H with real eigenvalues `E` in ascending order, so a degenerate level appears once for each of its basis vectors. The bounds take this as their hypothesis, and `exists_ascending_eigenbasis` shows that every Hermitian H on an n-dimensional space has such a basis.

In `gross_oliveira_kohn`, `Antitone w` means that the weights do not increase, `hw0` that they are non-negative, and `Orthonormal ℂ x` that the states are normalised and mutually orthogonal. `Fin.castLE hk i` is the number i read as a level index. The eigenvalues carry the same weights `w i` as the states.

`ensemble_isLeast` adds that the bound is attained. `two_state_bound` is the case of weights 1 − t and t with 0 ≤ t ≤ 1/2. `interchange_lowers_energy` is the calculation with u and v above, for any two distinct eigenvalues.

For a state-averaged calculation with orthonormal states in a finite-dimensional model space and non-increasing, non-negative weights, the weighted energy is therefore an upper bound to the sum of the lowest eigenvalues of H in that space, taken in ascending order with the same weights. The theorems do not compare those eigenvalues with the ones of an infinite-dimensional Hamiltonian. They also say nothing about the uniqueness of the minimising states or about density functionals, with which the names Gross, Oliveira and Kohn are associated as well.

## How Lean carries out the two inequalities

`energy_eq_sum_populations` expands `H x` in the eigenbasis and takes the inner product with x. `sum_populations` applies that formula to the identity operator, whose eigenvalues are all 1.

In `ky_fan_bound`, `hq0` and `hq1` confine the populations to the interval from 0 to 1, and `hsum` gives their total. The two non-negative sums of the derivation appear as separate inequalities: `hlow` compares the lowest k levels with full occupation, and `hhigh` adds the levels above them, which contribute non-negative terms. `hl` and `hr` restore the original zero of energy, and `linarith` combines the results.

The weighted theorem first states `key` for all k, weights and vectors, because the induction changes all three. There `h1` is the induction hypothesis for the reduced weights, and `h2` is the equal-weight bound times the smallest weight. After the sums are split at their last term, `linarith` adds the two.

For the minimum, `energy_eigenvector` evaluates the ensemble made of the lowest eigenvectors, and the bound covers every other family.

## The matching upper bound

The same argument applied to −H, whose ascending eigenvalues are −E_(n−1) ≤ … ≤ −E_0, gives a ceiling for the same weights:

∑_i w_i ε(x_i) ≤ ∑_i w_i E_(n−1−i).

The largest weight now goes with the highest eigenvalue. This companion inequality is derived here by hand and is not stated in the file.
